# A sum rule for the squared Pauli matrix elements of two spins among three

For three spins 1/2 and any two pure states φ and ψ, `pair_identity` takes the matrix elements between φ and ψ of the nine products of a Pauli operator on spin 1 with one on spin 2, and sums their squares. The sum equals the squared overlap of φ and ψ, plus twice the sum of squares of the three Pauli matrix elements of spin 3, minus the same sums for spin 1 and for spin 2. The states need not be normalised, and the squares are those of complex numbers, not of their moduli; if φ and ψ are the same normalised state, the matrix elements are expectation values and the overlap term is 1. The attempt writes everything out in amplitudes and leaves the rest to algebra, with the square of the imaginary unit replaced by -1.

The failing Lean file:

```lean
import Mathlib

open ComplexConjugate

namespace ThreeSpinCorrelations

noncomputable section

/-- Amplitudes of three spins 1/2 in the product basis. -/
abbrev State := Fin 2 → Fin 2 → Fin 2 → ℂ

/-- The three Pauli matrices, in the order x, y, z. -/
def pauli : Fin 3 → Matrix (Fin 2) (Fin 2) ℂ :=
  ![!![0, 1; 1, 0], !![0, -Complex.I; Complex.I, 0], !![1, 0; 0, -1]]

/-- The inner product of two three-spin states. -/
def braket (φ ψ : State) : ℂ := ∑ i, ∑ j, ∑ k, conj (φ i j k) * ψ i j k

/-- The Pauli operator with component `a` acting on the first spin. -/
def spin1 (a : Fin 3) (ψ : State) : State := fun i j k => ∑ l, pauli a i l * ψ l j k

/-- The Pauli operator with component `a` acting on the second spin. -/
def spin2 (a : Fin 3) (ψ : State) : State := fun i j k => ∑ l, pauli a j l * ψ i l k

/-- The Pauli operator with component `a` acting on the third spin. -/
def spin3 (a : Fin 3) (ψ : State) : State := fun i j k => ∑ l, pauli a k l * ψ i j l

/-- The contraction of a two-by-two array with the Pauli matrix of component `a`. -/
def pauliSum (a : Fin 3) (X : Fin 2 → Fin 2 → ℂ) : ℂ := ∑ i, ∑ l, pauli a i l * X i l

/-- The overlap of two states over the third spin only, with the indices of spins 1 and 2 open. -/
def overlap (φ ψ : State) (i l j m : Fin 2) : ℂ := ∑ k, conj (φ i j k) * ψ l m k

/-- The completeness relation of the Pauli matrices, contracted with two arbitrary arrays. -/
theorem pauli_completeness (X Y : Fin 2 → Fin 2 → ℂ) :
    ∑ a, pauliSum a X * pauliSum a Y =
      (X 0 0 - X 1 1) * (Y 0 0 - Y 1 1) + 2 * (X 0 1 * Y 1 0 + X 1 0 * Y 0 1) := by
  simp [pauliSum, pauli, Fin.sum_univ_two, Fin.sum_univ_three]
  linear_combination (X 1 0 - X 0 1) * (Y 1 0 - Y 0 1) * Complex.I_sq

set_option maxHeartbeats 400000 in
/-- For any two states, the squared matrix elements of the nine products of Pauli operators on
spins 1 and 2 are fixed by the overlap and the matrix elements of the single-spin operators. -/
theorem pair_identity (φ ψ : State) :
    ∑ a, ∑ b, braket φ (spin1 a (spin2 b ψ)) ^ 2 =
      braket φ ψ ^ 2 + 2 * ∑ a, braket φ (spin3 a ψ) ^ 2
        - ∑ a, braket φ (spin1 a ψ) ^ 2 - ∑ a, braket φ (spin2 a ψ) ^ 2 := by
  -- expand in amplitudes, then use that the imaginary unit squares to -1
  simp [braket, spin1, spin2, spin3, pauli, Fin.sum_univ_two, Fin.sum_univ_three]
  ring_nf
  simp only [Complex.I_sq, Complex.I_pow_four]
  ring

end

end ThreeSpinCorrelations
```

The compiler's answer:

```
Main.lean:50:2: error: Tactic `simp` failed with a nested error:
Tactic `simp` failed with a nested error:
maximum recursion depth has been reached
use `set_option maxRecDepth <num>` to increase limit
use `set_option diagnostics true` to get diagnostic information
```

The change, after which it compiles:

```diff
@@ -40,14 +40,41 @@
 
 set_option maxHeartbeats 400000 in
-/-- For any two states, the squared matrix elements of the nine products of Pauli operators on
-spins 1 and 2 are fixed by the overlap and the matrix elements of the single-spin operators. -/
+/-- For any two states, the sum of the squared matrix elements of the nine products of Pauli
+operators on spins 1 and 2, expressed through the overlap and the matrix elements of the single-spin
+operators. -/
 theorem pair_identity (φ ψ : State) :
     ∑ a, ∑ b, braket φ (spin1 a (spin2 b ψ)) ^ 2 =
       braket φ ψ ^ 2 + 2 * ∑ a, braket φ (spin3 a ψ) ^ 2
         - ∑ a, braket φ (spin1 a ψ) ^ 2 - ∑ a, braket φ (spin2 a ψ) ^ 2 := by
-  -- expand in amplitudes, then use that the imaginary unit squares to -1
-  simp [braket, spin1, spin2, spin3, pauli, Fin.sum_univ_two, Fin.sum_univ_three]
-  ring_nf
-  simp only [Complex.I_sq, Complex.I_pow_four]
+  -- write all matrix elements as contractions with Pauli matrices
+  have e1 (a : Fin 3) : braket φ (spin1 a ψ) =
+      pauliSum a (fun i l => ∑ j, overlap φ ψ i l j j) := by
+    simp only [braket, spin1, pauliSum, overlap, Fin.sum_univ_two]
+    ring
+  have e2 (a : Fin 3) : braket φ (spin2 a ψ) =
+      pauliSum a (fun j m => ∑ i, overlap φ ψ i i j m) := by
+    simp only [braket, spin2, pauliSum, overlap, Fin.sum_univ_two]
+    ring
+  have e3 (a : Fin 3) : braket φ (spin3 a ψ) =
+      pauliSum a (fun k n => ∑ i, ∑ j, conj (φ i j k) * ψ i j n) := by
+    simp only [braket, spin3, pauliSum, Fin.sum_univ_two]
+    ring
+  have e12 (a b : Fin 3) : braket φ (spin1 a (spin2 b ψ)) =
+      pauliSum a (fun i l => pauliSum b (overlap φ ψ i l)) := by
+    simp only [braket, spin1, spin2, pauliSum, overlap, Fin.sum_univ_two]
+    ring
+  -- completeness for the first spin, at a fixed component of the second
+  have hs (b : Fin 3) : ∑ a, braket φ (spin1 a (spin2 b ψ)) ^ 2 =
+      pauliSum b (overlap φ ψ 0 0) * pauliSum b (overlap φ ψ 0 0)
+        - 2 * (pauliSum b (overlap φ ψ 0 0) * pauliSum b (overlap φ ψ 1 1))
+        + pauliSum b (overlap φ ψ 1 1) * pauliSum b (overlap φ ψ 1 1)
+        + 4 * (pauliSum b (overlap φ ψ 0 1) * pauliSum b (overlap φ ψ 1 0)) := by
+    simp only [e12, sq, pauli_completeness]
+    ring
+  rw [Finset.sum_comm]
+  simp only [hs, Finset.sum_add_distrib, Finset.sum_sub_distrib, ← Finset.mul_sum]
+  -- completeness for the second spin and for the single-spin terms
+  simp only [e1, e2, e3, sq, pauli_completeness]
+  simp only [overlap, braket, Fin.sum_univ_two]
   ring
 
```

What went wrong. The message speaks of `simp`, but its position is the line with `ring_nf`, which runs on the machinery of `simp`. The `simp` call before it had gone through and left a very large expression: nine squares, each of a sum of eight amplitude products, and the squares of the other terms. In normalising this, `ring_nf` reached Lean's limit on recursion depth. The message says nothing against the identity itself.

The repair drops `ring_nf` and puts structure in place of the full expansion. `e1`, `e2`, `e3` and `e12` write the matrix elements as contractions with Pauli matrices, so that `pauli_completeness`, already proved in the file, can do the sums over components. `hs` does this for spin 1; after `Finset.sum_comm` has exchanged the two sums, the same lemma serves for spin 2 and for the single-spin terms. No Pauli matrix or imaginary unit is then left, and the last `ring` proves an identity between polynomials in the amplitudes and their conjugates. The new docstring only makes the wording more exact: it is the sum of the squares that is given.
